# The transport cross section as a finite sum over phase-shift differences

For a wave number $k\neq0$ and real phase shifts $\delta_0,\dots,\delta_L$, the transport cross section $\sigma_{\rm tr}$ satisfies

$$k^2\sigma_{\rm tr}=4\pi\Big[\sum_{l=0}^{L-1}(l+1)\sin^2(\delta_l-\delta_{l+1})+(L+1)\sin^2\delta_L\Big].$$

Here, with $x=\cos\theta$ and Legendre polynomials $P_l$,

$$\sigma_{\rm tr}=2\pi\int_{-1}^1(1-x)|f|^2dx,\qquad f(x)=\frac1k\sum_{l=0}^{L}(2l+1)e^{i\delta_l}\sin\delta_l\,P_l(x).$$

## Momentum loss and electronic friction

The weight $1-\cos\theta$ is the fraction of forward momentum a particle loses when it scatters elastically from a fixed target. For a slow ion in an electron gas, modelled as independent electrons scattering from a static spherical potential, $\sigma_{\rm tr}$ at the Fermi wave number sets the friction coefficient.

To evaluate the formula, a code can solve the radial equation for $\delta_0,\dots,\delta_L$, append $\delta_{L+1}=0$, sum $(l+1)\sin^2(\delta_l-\delta_{l+1})$ up to $l=L$, and multiply by $4\pi/k^2$. Phase shifts are needed only modulo $\pi$.

## Arbitrary phase shifts, finite cutoff

In Lean, `δ : ℕ → ℝ` holds the phase shifts, `amplitude k δ L` is $f$ and `transport k δ L` is $\sigma_{\rm tr}$. The index set `range (L + 1)` means $0\le l\le L$. The theorem `transport_eq` is the formula above; `transport_spd` is the case $L=2$ with explicit polynomials.

The phase shifts are given numbers, not computed from a potential. Their reality expresses elastic scattering, and the limit $L\to\infty$ is not treated.

The hypothesis `k ≠ 0` is needed: Lean sets $1/0=0$, so at $k=0$, $L=0$, $\delta_0=\pi/2$ the left side is $0$ and the right side $4\pi$.

## Legendre integrals

Start from $P_0=1$, $P_1=x$ and
$$(n+2)P_{n+2}=(2n+3)xP_{n+1}-(n+1)P_n.$$
Define $D_0=0$, $D_{n+1}=xD_n+(n+1)P_n$. Then $xD_{n+1}-D_n=(n+1)P_{n+1}$: it holds at $n=0$, and inductively

$$\begin{aligned}xD_{n+2}-D_{n+1}&=x(xD_{n+1}-D_n)+(n+2)xP_{n+1}-(n+1)P_n\\&=(2n+3)xP_{n+1}-(n+1)P_n=(n+2)P_{n+2}.\end{aligned}$$

Differentiating the recurrence, with $P_j'=D_j$ for $j\le n+1$, gives
$$(n+2)P_{n+2}'=(2n+3)(P_{n+1}+xD_{n+1})-(n+1)D_n=(n+2)D_{n+2},$$
so $P_n'=D_n$ for all $n$. Adding the two relations for $D$,
$$(2n+3)P_{n+1}=P_{n+2}'-P_n'.$$
The recurrence also gives $P_n(\pm1)=(\pm1)^n$, hence $\int_{-1}^1P_{n+1}\,dx=0$.

Let $I_{m,n}=\int_{-1}^1P_mP_n\,dx$. Applying the recurrence to either factor of $\int xP_mP_n\,dx$ yields

$$(m+1)I_{m+1,n}=\frac{2m+1}{2n+1}\big[(n+1)I_{m,n+1}+nI_{m,n-1}\big]-mI_{m-1,n},$$

where terms with coefficient zero are absent. Row $m=0$ is known. Inductively, $n=m+1$ gives $I_{m+1,m+1}=2/(2m+3)$; for $n=m-1$ the two contributions cancel; all other entries vanish. Thus $I_{m,n}=0$ for $m\ne n$ and $I_{n,n}=2/(2n+1)$.

## From neighbour products to squared sines

For real $a_l$, put $S=\sum_{l=0}^L(2l+1)a_lP_l$. Since $\int xP_lP_{l-1}\,dx=2l/[(2l+1)(2l-1)]$ for $l\ge1$, and $x$ couples only neighbours,

$$\int_{-1}^1(1-x)S^2dx=\sum_{l=0}^L2(2l+1)a_l^2-\sum_{l=1}^L4l\,a_la_{l-1}.$$

Take $a_l=\cos\delta_l\sin\delta_l$ and $a_l=\sin^2\delta_l$, the real and imaginary parts of $e^{i\delta_l}\sin\delta_l$, and add:

$$\frac{k^2\sigma_{\rm tr}}{2\pi}=\sum_{l=0}^L2(2l+1)\sin^2\delta_l-\sum_{l=1}^L4l\sin\delta_l\sin\delta_{l-1}\cos(\delta_l-\delta_{l-1}).$$

Squaring the sine subtraction formula gives
$$2\sin\alpha\sin\beta\cos(\alpha-\beta)=\sin^2\alpha+\sin^2\beta-\sin^2(\alpha-\beta).$$
After substitution, the coefficient of $\sin^2\delta_l$ is $2(2l+1)-2l-2(l+1)=0$ for $l<L$, and $2(L+1)$ for $l=L$. Multiplying by $2\pi$ gives the result.

## Induction over partial waves in Lean

```lean
import Mathlib

open Finset

namespace TransportCrossSection

noncomputable section

/-- Legendre polynomials, defined by their three-term recurrence. -/
def legendre : ℕ → ℝ → ℝ
  | 0, _ => 1
  | 1, x => x
  | n + 2, x => ((2 * n + 3) * (x * legendre (n + 1) x) - (n + 1) * legendre n x) / (n + 2)

/-- The slopes of the Legendre polynomials, built up recursively. -/
def slope : ℕ → ℝ → ℝ
  | 0, _ => 0
  | n + 1, x => x * slope n x + (n + 1) * legendre n x

/-- The sum of the first `N` partial waves with real coefficients `a l`. -/
def waveSum (a : ℕ → ℝ) (N : ℕ) (x : ℝ) : ℝ :=
  ∑ l ∈ range N, (2 * (l : ℝ) + 1) * a l * legendre l x

/-- Real part of `exp(iδ) sin δ` in each partial wave. -/
def waveRe (δ : ℕ → ℝ) (l : ℕ) : ℝ := Real.cos (δ l) * Real.sin (δ l)

/-- Imaginary part of `exp(iδ) sin δ` in each partial wave. -/
def waveIm (δ : ℕ → ℝ) (l : ℕ) : ℝ := Real.sin (δ l) ^ 2

/-- Scattering amplitude at `x = cos θ` from the partial waves `l ≤ L`. -/
def amplitude (k : ℝ) (δ : ℕ → ℝ) (L : ℕ) (x : ℝ) : ℂ :=
  (1 / (k : ℂ)) * ∑ l ∈ range (L + 1), (2 * (l : ℂ) + 1) *
    Complex.exp (δ l * Complex.I) * (Real.sin (δ l) : ℂ) * (legendre l x : ℂ)

/-- Transport cross section: `|f|²` weighted by `1 - cos θ` over the sphere. -/
def transport (k : ℝ) (δ : ℕ → ℝ) (L : ℕ) : ℝ :=
  2 * Real.pi * ∫ x in (-1 : ℝ)..1, (1 - x) * ‖amplitude k δ L x‖ ^ 2

/-- Angular integration is linear on continuous functions. -/
theorem integral_combo {F f g : ℝ → ℝ} {a b : ℝ} (hf : Continuous f) (hg : Continuous g)
    (h : ∀ x, F x = a * f x + b * g x) :
    (∫ x in (-1 : ℝ)..1, F x) = a * (∫ x in (-1 : ℝ)..1, f x) + b * ∫ x in (-1 : ℝ)..1, g x := by
  have h1 : IntervalIntegrable (fun x => a * f x) MeasureTheory.volume (-1) 1 :=
    (continuous_const.mul hf).intervalIntegrable _ _
  have h2 : IntervalIntegrable (fun x => b * g x) MeasureTheory.volume (-1) 1 :=
    (continuous_const.mul hg).intervalIntegrable _ _
  simp only [h]
  rw [intervalIntegral.integral_add h1 h2, intervalIntegral.integral_const_mul,
    intervalIntegral.integral_const_mul]

/-- The three-term recurrence without denominators. -/
theorem legendre_rec (n : ℕ) (x : ℝ) : ((n : ℝ) + 2) * legendre (n + 2) x =
    (2 * n + 3) * (x * legendre (n + 1) x) - (n + 1) * legendre n x := by
  have h : legendre (n + 2) x =
    ((2 * n + 3) * (x * legendre (n + 1) x) - (n + 1) * legendre n x) / (n + 2) := rfl
  have h2 : (n : ℝ) + 2 ≠ 0 := by positivity
  rw [h, mul_comm, div_mul_cancel₀ _ h2]

/-- `slope n` is the derivative of `legendre n`, and neighbouring slopes are linked. -/
theorem legendre_deriv (n : ℕ) (x : ℝ) : HasDerivAt (legendre n) (slope n x) x ∧
    x * slope (n + 1) x - slope n x = (n + 1) * legendre (n + 1) x := by
  have a : ∀ n : ℕ, slope (n + 1) x = x * slope n x + (n + 1) * legendre n x := fun _ => rfl
  have rel : ∀ n : ℕ, x * slope (n + 1) x - slope n x = (n + 1) * legendre (n + 1) x := by
    intro n
    induction n with
    | zero => simp [slope, legendre]
    | succ n ih =>
      have a1 := a (n + 1)
      push_cast at a1 ⊢
      linear_combination x * a1 - legendre_rec n x + x * ih - a n
  refine ⟨?_, rel n⟩
  induction n using Nat.strong_induction_on with
  | _ n ih =>
    rcases n with _ | _ | n
    · exact hasDerivAt_const x (1 : ℝ)
    · have h : slope (0 + 1) x = 1 := by simp [slope, legendre]
      rw [h]
      exact hasDerivAt_id' x
    · have h : HasDerivAt (legendre (n + 2)) (((2 * n + 3) * (1 * legendre (n + 1) x +
          x * slope (n + 1) x) - (n + 1) * slope n x) / (n + 2)) x :=
        ((((hasDerivAt_id' x).mul (ih (n + 1) (by omega))).const_mul _).sub
          ((ih n (by omega)).const_mul _)).div_const _
      refine h.congr_deriv ?_
      have a1 := a (n + 1)
      push_cast at a1
      rw [div_eq_iff (by positivity)]
      linear_combination ((n : ℝ) + 1) * rel n - ((n : ℝ) + 2) * a1

/-- Legendre polynomials are continuous. -/
@[fun_prop]
theorem continuous_legendre (n : ℕ) : Continuous (legendre n) :=
  continuous_iff_continuousAt.2 fun x => (legendre_deriv n x).1.continuousAt

/-- Every Legendre polynomial of positive degree has zero angular average. -/
theorem integral_legendre_succ (n : ℕ) : (∫ x in (-1 : ℝ)..1, legendre (n + 1) x) = 0 := by
  -- at both endpoints `P_n(e) = e ^ n`
  have ends : ∀ e : ℝ, e ^ 2 = 1 → ∀ m, legendre m e = e ^ m := by
    intro e he m
    induction m using Nat.strong_induction_on with
    | _ m ih =>
      rcases m with _ | _ | m
      · simp [legendre]
      · simp [legendre]
      · have r := legendre_rec m e
        rw [ih (m + 1) (by omega), ih m (by omega)] at r
        apply mul_left_cancel₀ (show (m : ℝ) + 2 ≠ 0 by positivity)
        linear_combination r + ((m : ℝ) + 1) * e ^ m * he
  have d : ∀ x ∈ Set.uIcc (-1 : ℝ) 1, HasDerivAt
      (fun y => (legendre (n + 2) y - legendre n y) / (2 * (n : ℝ) + 3)) (legendre (n + 1) x) x := by
    intro x _
    refine (((legendre_deriv (n + 2) x).1.sub (legendre_deriv n x).1).div_const _).congr_deriv ?_
    have a : slope (n + 2) x = x * slope (n + 1) x + ((n + 1 : ℕ) + 1) * legendre (n + 1) x := rfl
    push_cast at a
    rw [div_eq_iff (by positivity)]
    linear_combination a + (legendre_deriv n x).2
  rw [intervalIntegral.integral_eq_sub_of_hasDerivAt d
    ((continuous_legendre _).intervalIntegrable _ _)]
  simp only [ends 1 (by norm_num), ends (-1) (by norm_num)]
  ring

/-- The integral of `x = cos θ` times `legendre n` against a continuous function, expressed through
the integrals with the neighbouring Legendre polynomials (for `n = 0`, only `legendre 1`). -/
theorem integral_x_mul {g : ℝ → ℝ} (hg : Continuous g) (n : ℕ) :
    (2 * (n : ℝ) + 1) * (∫ x in (-1 : ℝ)..1, x * (g x * legendre n x)) =
      ((n : ℝ) + 1) * (∫ x in (-1 : ℝ)..1, g x * legendre (n + 1) x) +
      n * ∫ x in (-1 : ℝ)..1, g x * legendre (n - 1) x := by
  rw [← intervalIntegral.integral_const_mul]
  refine integral_combo (by fun_prop) (by fun_prop) fun x => ?_
  rcases n with _ | n
  · have h0 : legendre 0 x = 1 := rfl
    have h1 : legendre (0 + 1) x = x := rfl
    rw [h0, h1, Nat.cast_zero]
    ring
  · rw [Nat.add_sub_cancel]
    push_cast
    linear_combination -(g x) * legendre_rec n x

/-- Orthogonality and normalisation of the Legendre polynomials. -/
theorem legendre_orthogonal (m n : ℕ) : (∫ x in (-1 : ℝ)..1, legendre m x * legendre n x) =
    if m = n then 2 / (2 * (m : ℝ) + 1) else 0 := by
  have w : ∀ j : ℕ, (2 * (j : ℝ) + 1) * (2 / (2 * j + 1)) = 2 := fun j =>
    mul_div_cancel₀ _ (by positivity)
  induction m using Nat.strong_induction_on generalizing n with
  | _ m ih =>
    rcases m with _ | m
    · rcases n with _ | n
      · norm_num [legendre]
      · have h0 : ∀ x, legendre 0 x = 1 := fun _ => rfl
        simp only [h0, one_mul]
        rw [integral_legendre_succ, if_neg (by omega)]
    · -- evaluate the integral of `x P_m P_n` in two ways
      have hc : ∀ i j, (∫ x in (-1 : ℝ)..1, legendre i x * legendre j x) =
          ∫ x in (-1 : ℝ)..1, legendre j x * legendre i x := by
        intro i j; congr 1; funext x; ring
      have hx : (∫ x in (-1 : ℝ)..1, x * (legendre n x * legendre m x)) =
          ∫ x in (-1 : ℝ)..1, x * (legendre m x * legendre n x) := by
        congr 1; funext x; ring
      have h1 := integral_x_mul (continuous_legendre m) n
      have h2 := integral_x_mul (continuous_legendre n) m
      rw [ih m (by omega) (n + 1), ih m (by omega) (n - 1)] at h1
      rw [hx, hc n (m + 1), hc n (m - 1), ih (m - 1) (by omega) n] at h2
      generalize (∫ x in (-1 : ℝ)..1, x * (legendre m x * legendre n x)) = X at h1 h2
      generalize (∫ x in (-1 : ℝ)..1, legendre (m + 1) x * legendre n x) = Y at h2 ⊢
      clear hx hc ih
      rcases eq_or_ne n (m + 1) with rfl | hn
      · rw [if_neg (show ¬ m = m + 1 + 1 by omega), if_pos (show m = m + 1 - 1 by omega)] at h1
        rw [if_neg (show ¬ m - 1 = m + 1 by omega)] at h2
        rw [if_pos rfl, eq_div_iff (by positivity)]
        push_cast at h1 ⊢
        apply mul_left_cancel₀ (show (m : ℝ) + 1 ≠ 0 by positivity)
        linear_combination -(2 * (m : ℝ) + 3) * h2 + (2 * (m : ℝ) + 1) * h1 + ((m : ℝ) + 1) * w m
      rw [if_neg (show ¬ m + 1 = n by omega)]
      rcases eq_or_ne m (n + 1) with rfl | hm
      · have w1 := w (n + 1)
        rw [if_pos rfl, if_neg (show ¬ n + 1 = n - 1 by omega)] at h1
        rw [if_pos (show n + 1 - 1 = n by omega), Nat.add_sub_cancel] at h2
        push_cast at h1 h2 w1
        apply mul_left_cancel₀ (show ((n : ℝ) + 2) * (2 * n + 1) ≠ 0 by positivity)
        linear_combination -(2 * (n : ℝ) + 1) * h2 + (2 * (n : ℝ) + 3) * h1 +
          ((n : ℝ) + 1) * w1 - ((n : ℝ) + 1) * w n
      · have e1 : (n : ℝ) * (if m = n - 1 then 2 / (2 * (m : ℝ) + 1) else 0) = 0 := by
          split_ifs with h
          · simp [show n = 0 by omega]
          · simp
        have e2 : (m : ℝ) * (if m - 1 = n then 2 / (2 * ((m - 1 : ℕ) : ℝ) + 1) else 0) = 0 := by
          split_ifs with h
          · simp [show m = 0 by omega]
          · simp
        rw [if_neg hm, e1] at h1
        rw [e2] at h2
        apply mul_left_cancel₀ (show ((m : ℝ) + 1) * (2 * n + 1) ≠ 0 by positivity)
        linear_combination -(2 * (n : ℝ) + 1) * h2 + (2 * (m : ℝ) + 1) * h1

/-- With the weight `1 - cos θ`, only squares and products of neighbouring waves survive. -/
theorem integral_weighted (a : ℕ → ℝ) (N : ℕ) :
    (∫ x in (-1 : ℝ)..1, (1 - x) * waveSum a N x ^ 2) =
      ∑ l ∈ range N, (2 * (2 * (l : ℝ) + 1) * a l ^ 2 - 4 * l * (a l * a (l - 1))) := by
  have hS : ∀ M, Continuous (waveSum a M) := fun M => by unfold waveSum; fun_prop
  have step : ∀ M x, waveSum a (M + 1) x =
      waveSum a M x + (2 * (M : ℝ) + 1) * a M * legendre M x := fun M x => sum_range_succ _ _
  -- projection of the sum on a single partial wave
  have proj : ∀ M n, (∫ x in (-1 : ℝ)..1, waveSum a M x * legendre n x) =
      if n < M then 2 * a n else 0 := by
    intro M n
    induction M with
    | zero => simp [waveSum]
    | succ M ih =>
      have h : (∫ x in (-1 : ℝ)..1, waveSum a (M + 1) x * legendre n x) =
          1 * (∫ x in (-1 : ℝ)..1, waveSum a M x * legendre n x) +
          ((2 * (M : ℝ) + 1) * a M) * ∫ x in (-1 : ℝ)..1, legendre M x * legendre n x :=
        integral_combo ((hS M).mul (continuous_legendre n))
          ((continuous_legendre M).mul (continuous_legendre n)) fun x => by rw [step]; ring
      rw [h, ih, legendre_orthogonal]
      rcases lt_trichotomy n M with h | h | h
      · rw [if_pos h, if_neg (show ¬ M = n by omega), if_pos (show n < M + 1 by omega)]
        ring
      · rw [if_neg (show ¬ n < M by omega), if_pos h.symm, if_pos (show n < M + 1 by omega), h]
        have w : (2 * (M : ℝ) + 1) * (2 / (2 * M + 1)) = 2 := mul_div_cancel₀ _ (by positivity)
        linear_combination a M * w
      · rw [if_neg (show ¬ n < M by omega), if_neg (show ¬ M = n by omega),
          if_neg (show ¬ n < M + 1 by omega)]
        ring
  induction N with
  | zero => simp [waveSum]
  | succ N ih =>
    -- the increment is a difference of squares, `(S' - S)(S' + S)`
    obtain ⟨T, hT⟩ : ∃ T : ℝ → ℝ, ∀ x, T x = waveSum a N x + waveSum a (N + 1) x :=
      ⟨_, fun _ => rfl⟩
    have cT : Continuous T := by
      rw [funext hT]
      exact (hS N).add (hS (N + 1))
    have pT : ∀ n, (∫ x in (-1 : ℝ)..1, T x * legendre n x) =
        1 * (if n < N then 2 * a n else 0) + 1 * (if n < N + 1 then 2 * a n else 0) := by
      intro n
      rw [← proj N n, ← proj (N + 1) n]
      exact integral_combo ((hS N).mul (continuous_legendre n))
        ((hS (N + 1)).mul (continuous_legendre n)) fun x => by rw [hT]; ring
    have h0 := integral_x_mul cT N
    have h1 : (∫ x in (-1 : ℝ)..1, (1 - x) * (T x * legendre N x)) =
        1 * (∫ x in (-1 : ℝ)..1, T x * legendre N x) +
        (-1) * ∫ x in (-1 : ℝ)..1, x * (T x * legendre N x) :=
      integral_combo (by fun_prop) (by fun_prop) fun x => by ring
    have h2 : (∫ x in (-1 : ℝ)..1, (1 - x) * waveSum a (N + 1) x ^ 2) =
        1 * (∫ x in (-1 : ℝ)..1, (1 - x) * waveSum a N x ^ 2) +
        ((2 * (N : ℝ) + 1) * a N) * ∫ x in (-1 : ℝ)..1, (1 - x) * (T x * legendre N x) :=
      integral_combo ((continuous_const.sub continuous_id).mul ((hS N).pow 2)) (by fun_prop)
        fun x => by rw [hT, step]; ring
    have r : (N : ℝ) * (∫ x in (-1 : ℝ)..1, T x * legendre (N - 1) x) = 4 * N * a (N - 1) := by
      rcases Nat.eq_zero_or_pos N with h | h
      · have hz : (N : ℝ) = 0 := by exact_mod_cast h
        rw [hz]; ring
      · rw [pT, if_pos (show N - 1 < N by omega), if_pos (show N - 1 < N + 1 by omega)]
        ring
    rw [r, pT, if_neg (show ¬ N + 1 < N by omega), if_neg (show ¬ N + 1 < N + 1 by omega)] at h0
    rw [sum_range_succ, ← ih, h2, h1, pT, if_neg (show ¬ N < N by omega),
      if_pos (show N < N + 1 by omega)]
    linear_combination (-(a N)) * h0

/-- Transport cross section from phase shifts: for any cutoff `L` it is a weighted sum of
`sin²` of differences of neighbouring phase shifts, plus a term from the last wave. -/
theorem transport_eq {k : ℝ} (hk : k ≠ 0) (δ : ℕ → ℝ) (L : ℕ) :
    k ^ 2 * transport k δ L = 4 * Real.pi *
      (∑ l ∈ range L, ((l : ℝ) + 1) * Real.sin (δ l - δ (l + 1)) ^ 2 +
        ((L : ℝ) + 1) * Real.sin (δ L) ^ 2) := by
  have hS : ∀ a M, Continuous (waveSum a M) := fun a M => by unfold waveSum; fun_prop
  -- split the amplitude into real and imaginary parts
  have hn : ∀ x, ‖amplitude k δ L x‖ ^ 2 = 1 / (k * k) *
      (waveSum (waveRe δ) (L + 1) x ^ 2 + waveSum (waveIm δ) (L + 1) x ^ 2) := by
    intro x
    have hs : amplitude k δ L x = (1 / (k : ℂ)) * ((waveSum (waveRe δ) (L + 1) x : ℂ) +
        (waveSum (waveIm δ) (L + 1) x : ℂ) * Complex.I) := by
      unfold amplitude waveSum waveRe waveIm
      push_cast
      rw [sum_mul, ← sum_add_distrib]
      congr 1
      refine sum_congr rfl fun l _ => ?_
      rw [Complex.exp_mul_I]
      ring
    rw [← Complex.normSq_eq_norm_sq, hs, Complex.normSq_mul, Complex.normSq_add_mul_I,
      Complex.normSq_div, Complex.normSq_one, Complex.normSq_ofReal]
  have hI : (∫ x in (-1 : ℝ)..1, (1 - x) * ‖amplitude k δ L x‖ ^ 2) =
      1 / (k * k) * (∫ x in (-1 : ℝ)..1, (1 - x) * waveSum (waveRe δ) (L + 1) x ^ 2) +
      1 / (k * k) * ∫ x in (-1 : ℝ)..1, (1 - x) * waveSum (waveIm δ) (L + 1) x ^ 2 :=
    integral_combo ((continuous_const.sub continuous_id).mul ((hS _ _).pow 2))
      ((continuous_const.sub continuous_id).mul ((hS _ _).pow 2)) fun x => by rw [hn]; ring
  rw [transport, hI, integral_weighted, integral_weighted]
  -- trigonometric resummation, one partial wave at a time
  have key : ∀ M : ℕ,
      ∑ l ∈ range (M + 1), (2 * (2 * (l : ℝ) + 1) * waveRe δ l ^ 2 -
        4 * l * (waveRe δ l * waveRe δ (l - 1))) +
      ∑ l ∈ range (M + 1), (2 * (2 * (l : ℝ) + 1) * waveIm δ l ^ 2 -
        4 * l * (waveIm δ l * waveIm δ (l - 1))) =
      2 * (∑ l ∈ range M, ((l : ℝ) + 1) * Real.sin (δ l - δ (l + 1)) ^ 2 +
        ((M : ℝ) + 1) * Real.sin (δ M) ^ 2) := by
    intro M
    induction M with
    | zero =>
      simp only [zero_add, sum_range_one, sum_range_zero, Nat.cast_zero, waveRe, waveIm]
      linear_combination 2 * Real.sin (δ 0) ^ 2 * Real.sin_sq_add_cos_sq (δ 0)
    | succ M ih =>
      rw [sum_range_succ _ (M + 1), sum_range_succ _ (M + 1),
        sum_range_succ (fun l : ℕ => ((l : ℝ) + 1) * Real.sin (δ l - δ (l + 1)) ^ 2) M]
      simp only [waveRe, waveIm, Nat.add_sub_cancel] at ih ⊢
      rw [Real.sin_sub (δ M) (δ (M + 1))]
      push_cast
      linear_combination ih + (2 * (2 * (M : ℝ) + 3) * Real.sin (δ (M + 1)) ^ 2 -
          2 * ((M : ℝ) + 1) * Real.sin (δ M) ^ 2) * Real.sin_sq_add_cos_sq (δ (M + 1)) -
        2 * ((M : ℝ) + 1) * Real.sin (δ (M + 1)) ^ 2 * Real.sin_sq_add_cos_sq (δ M)
  have hc : k ^ 2 * (1 / (k * k)) = 1 := by field_simp
  have hL := key L
  generalize ∑ l ∈ range (L + 1), (2 * (2 * (l : ℝ) + 1) * waveRe δ l ^ 2 -
    4 * l * (waveRe δ l * waveRe δ (l - 1))) = U at hL ⊢
  generalize ∑ l ∈ range (L + 1), (2 * (2 * (l : ℝ) + 1) * waveIm δ l ^ 2 -
    4 * l * (waveIm δ l * waveIm δ (l - 1))) = V at hL ⊢
  linear_combination 2 * Real.pi * (U + V) * hc + 2 * Real.pi * hL

/-- The formula for s, p and d waves, with the three Legendre polynomials written out. -/
theorem transport_spd {k : ℝ} (hk : k ≠ 0) (δ : ℕ → ℝ) :
    k ^ 2 * (2 * Real.pi * ∫ x in (-1 : ℝ)..1, (1 - x) * ‖(1 / (k : ℂ)) *
      (Complex.exp (δ 0 * Complex.I) * (Real.sin (δ 0) : ℂ) +
        3 * Complex.exp (δ 1 * Complex.I) * (Real.sin (δ 1) : ℂ) * (x : ℂ) +
        5 * Complex.exp (δ 2 * Complex.I) * (Real.sin (δ 2) : ℂ) *
          ((3 * (x : ℂ) ^ 2 - 1) / 2))‖ ^ 2) =
    4 * Real.pi * (Real.sin (δ 0 - δ 1) ^ 2 + 2 * Real.sin (δ 1 - δ 2) ^ 2 +
      3 * Real.sin (δ 2) ^ 2) := by
  have p0 : ∀ x, legendre 0 x = 1 := fun _ => rfl
  have p1 : ∀ x, legendre 1 x = x := fun _ => rfl
  have p2 : ∀ x, legendre 2 x = (3 * x ^ 2 - 1) / 2 := by
    intro x
    have r := legendre_rec 0 x
    simp only [zero_add, p0, p1, Nat.cast_zero] at r
    linear_combination r / 2
  have h := transport_eq hk δ 2
  have hs : ∀ g : ℕ → ℂ, ∑ l ∈ range (2 + 1), g l = g 0 + g 1 + g 2 := fun g => by
    simp [sum_range_succ]
  have hr : ∀ g : ℕ → ℝ, ∑ l ∈ range 2, g l = g 0 + g 1 := fun g => by
    simp [sum_range_succ]
  rw [hr] at h
  convert h using 1
  · unfold transport
    congr 3
    funext x
    congr 3
    unfold amplitude
    rw [hs, p0, p1, p2]
    push_cast
    ring
  · norm_num
```

```lean
#print axioms TransportCrossSection.transport_eq
#print axioms TransportCrossSection.transport_spd
```

```
'TransportCrossSection.transport_eq' depends on axioms: [propext, Classical.choice, Quot.sound]
'TransportCrossSection.transport_spd' depends on axioms: [propext, Classical.choice, Quot.sound]
```

`legendre_rec` clears the denominator in the recurrence. `legendre_deriv` proves both facts about $D_n$, called `slope`; continuity follows in `continuous_legendre`. `integral_legendre_succ` uses the antiderivative and endpoint values.

`integral_combo` supplies linearity, and `integral_x_mul` integrates the recurrence against a continuous function. `legendre_orthogonal` compares the two evaluations of $\int xP_mP_n\,dx$, splitting into the same index cases.

`integral_weighted` adds one wave at a time, factoring the change in $S^2$ as a difference of squares; `proj` supplies the overlaps with $P_n$. In `transport_eq`, `hn` separates real and imaginary parts, and `key` performs the trigonometric sum by induction on the cutoff. There `linear_combination` checks the algebra from $\sin^2+\cos^2=1$. Finally, `transport_spd` sets $L=2$ and expands the polynomials.
